# Counting the Cartesian Gaussians of a shell and the Hermite Gaussians up to a given order

A molecular integral program stores its Gaussian basis functions in shells. In an uncontracted Cartesian shell all functions share a centre and an exponent. Each has a product of powers of the coordinates, measured from that centre, in front of the exponential. The three powers add up to a fixed number \(l\), and the shell holds one function for each way of dividing \(l\) among them. When two such functions are multiplied, the product can be expanded in Hermite Gaussians on one new centre, up to a total order fixed by the two shells. Three whole numbers label each function, the powers of a Cartesian Gaussian or the orders of a Hermite Gaussian, and the number of labels sets the length of an array with one entry per function. A separate question is whether different labels give linearly independent functions, so that this number is also the dimension of the space they span. The problems below settle both the count and the independence for uncontracted functions with one common centre and exponent.

```lean
import Mathlib

open Polynomial

namespace GaussianShellCount

noncomputable section
```

A label is a triple \((i,j,k)\) of natural numbers, zero included. Let \(N_l\) be the number of triples with \(i+j+k=l\). In the code this is `(shell l).card`. The triples are selected from a box with entries from \(0\) to \(l\), which excludes none of them.

```lean
/-- The power triples `(i, j, k)` with `i + j + k = l`, labelling a Cartesian shell. -/
def shell (l : ℕ) : Finset (ℕ × ℕ × ℕ) :=
  (Finset.range (l + 1) ×ˢ Finset.range (l + 1) ×ˢ Finset.range (l + 1)).filter
    (fun n => n.1 + n.2.1 + n.2.2 = l)
```

Let \(M_L\) be the number of triples with \(i+j+k\le L\), in the code `(upTo L).card`.

```lean
/-- The triples `(i, j, k)` with `i + j + k ≤ L`, labelling Hermite functions up to order `L`. -/
def upTo (L : ℕ) : Finset (ℕ × ℕ × ℕ) :=
  (Finset.range (L + 1) ×ˢ Finset.range (L + 1) ×ˢ Finset.range (L + 1)).filter
    (fun n => n.1 + n.2.1 + n.2.2 ≤ L)
```

Points of space are nested pairs, so `r.1`, `r.2.1` and `r.2.2` are \(x\), \(y\) and \(z\). With centre \(P=(P_x,P_y,P_z)\) and exponent \(a\), the unnormalised Cartesian Gaussian is

\[
\chi_{ijk}(r)=(x-P_x)^i(y-P_y)^j(z-P_z)^k\,e^{-a|r-P|^2}.
\]

```lean
/-- The Cartesian Gaussian with exponent `a`, centre `P` and powers `n`. -/
def cartesianGaussian (a : ℝ) (P : ℝ × ℝ × ℝ) (n : ℕ × ℕ × ℕ) (r : ℝ × ℝ × ℝ) : ℝ :=
  (r.1 - P.1) ^ n.1 * (r.2.1 - P.2.1) ^ n.2.1 * (r.2.2 - P.2.2) ^ n.2.2 *
    Real.exp (-a * ((r.1 - P.1) ^ 2 + (r.2.1 - P.2.1) ^ 2 + (r.2.2 - P.2.2) ^ 2))
```

On one axis, with exponent \(p\) and a centre \(P\) that is now a single number, the Hermite factor of order \(t\) is a derivative with respect to the centre:

\[
\Lambda_t(x;P)=\frac{\partial^t}{\partial P^t}\,e^{-p(x-P)^2}.
\]

```lean
/-- The `t`-th derivative of a one-dimensional Gaussian with respect to its centre, at `P`. -/
def hermiteFactor (p P : ℝ) (t : ℕ) (x : ℝ) : ℝ :=
  iteratedDeriv t (fun A => Real.exp (-p * (x - A) ^ 2)) P
```

The Hermite Gaussian \(\Lambda_{ijk}\) is the product of three such factors, one per axis. As the three-dimensional Gaussian factorises, this is the same as differentiating it \(i\), \(j\) and \(k\) times in the coordinates of its centre.

```lean
/-- The Hermite Gaussian of orders `n`: a product of one centre-derivative factor per axis. -/
def hermiteGaussian (p : ℝ) (P : ℝ × ℝ × ℝ) (n : ℕ × ℕ × ℕ) (r : ℝ × ℝ × ℝ) : ℝ :=
  hermiteFactor p P.1 n.1 r.1 *
    (hermiteFactor p P.2.1 n.2.1 r.2.1 * hermiteFactor p P.2.2 n.2.2 r.2.2)
```

Finally, define polynomials \(h_n\) in a variable \(u\) by \(h_0=1\) and \(h_{n+1}(u)=2p\,u\,h_n(u)-h_n'(u)\).

```lean
/-- The polynomial that multiplies the Gaussian after `n` derivatives in its centre. -/
def hermitePoly (p : ℝ) : ℕ → ℝ[X]
  | 0 => 1
  | n + 1 => C (2 * p) * X * hermitePoly p n - derivative (hermitePoly p n)
```

## (a) From one shell to the next

Show that raising \(l\) by one adds \(l+2\) labels:

\[
N_{l+1}=N_l+(l+2).
\]

**Solution.** Take a triple with sum \(l+1\). If \(i\ge1\), lowering \(i\) by one gives a triple with sum \(l\), and every such triple arises exactly once. If \(i=0\), then \(j+k=l+1\), and \(j\) can be any of \(0,\dots,l+1\), which makes \(l+2\) choices. The two cases exclude each other, so the counts add.

In the proof, `split` states this division into cases, `inj₁` and `inj₂` show that neither map merges labels, and the closing lines show that the two parts are disjoint.

```lean
/-- Shell `l + 1` has `l + 2` more power triples than shell `l`. -/
theorem card_shell_succ (l : ℕ) : (shell (l + 1)).card = (shell l).card + (l + 2) := by
  -- either the x power is a raised one, or it is zero
  have split : shell (l + 1) = (shell l).image (fun n => (n.1 + 1, n.2)) ∪
      (Finset.HasAntidiagonal.antidiagonal (l + 1)).image (fun m => ((0 : ℕ), m)) := by
    ext ⟨i, j, k⟩
    simp only [shell, Finset.mem_union, Finset.mem_image, Finset.mem_filter,
      Finset.mem_product, Finset.mem_range, Finset.HasAntidiagonal.mem_antidiagonal, Prod.exists,
      Prod.mk.injEq]
    constructor
    · rintro ⟨_, h⟩
      cases i with
      | zero => exact Or.inr ⟨j, k, by omega, rfl, rfl, rfl⟩
      | succ i => exact Or.inl ⟨i, j, k, by omega, rfl, rfl, rfl⟩
    · rintro (⟨a, b, c, h, rfl, rfl, rfl⟩ | ⟨b, c, h, rfl, rfl, rfl⟩) <;> omega
  have inj₁ : Function.Injective (fun n : ℕ × ℕ × ℕ => (n.1 + 1, n.2)) := by
    intro n m h
    simp only [Prod.mk.injEq] at h
    exact Prod.ext (Nat.succ.inj h.1) h.2
  have inj₂ : Function.Injective (fun m : ℕ × ℕ => ((0 : ℕ), m)) := fun _ _ h =>
    congrArg Prod.snd h
  rw [split, Finset.card_union_of_disjoint, Finset.card_image_of_injective _ inj₁,
    Finset.card_image_of_injective _ inj₂, Finset.Nat.card_antidiagonal]
  rw [Finset.disjoint_left]
  intro x hx hy
  obtain ⟨n, _, rfl⟩ := Finset.mem_image.1 hx
  obtain ⟨m, _, h⟩ := Finset.mem_image.1 hy
  exact Nat.succ_ne_zero n.1 (congrArg Prod.fst h).symm
```

## (b) The size of a shell

Find the number of labels in shell \(l\):

\[
N_l=\frac{(l+1)(l+2)}{2}.
\]

**Solution.** Only \((0,0,0)\) has sum zero, so \(N_0=1\). If the formula holds for \(l\), part (a) gives

\[
2N_{l+1}=(l+1)(l+2)+2(l+2)=(l+2)(l+3).
\]

The smallest shells have one s function, three p functions and six Cartesian d functions. Division of naturals in Lean rounds down, so the induction is carried out on \(2N_l\), which shows that nothing is lost in the rounding.

```lean
/-- There are `(l+1)(l+2)/2` triples of naturals with sum `l`. -/
theorem card_shell (l : ℕ) : (shell l).card = (l + 1) * (l + 2) / 2 := by
  have h : 2 * (shell l).card = (l + 1) * (l + 2) := by
    induction l with
    | zero => rfl
    | succ l ih => rw [card_shell_succ, mul_add, ih]; ring
  rw [← h, Nat.mul_div_cancel_left _ (by norm_num)]
```

## (c) All orders up to a maximum

Find the number of labels with total order at most \(L\):

\[
M_L=\frac{(L+1)(L+2)(L+3)}{6}.
\]

**Solution.** Again \(M_0=1\). The triples that are new at \(L+1\) are those with sum exactly \(L+1\), so \(M_{L+1}=M_L+N_{L+1}\). With part (b),

\[
6M_{L+1}=(L+1)(L+2)(L+3)+3(L+2)(L+3)=(L+2)(L+3)(L+4).
\]

Here `split` and `disj` separate off the new shell, and `hs` is part (b) in doubled form.

```lean
/-- There are `(L+1)(L+2)(L+3)/6` triples of naturals with sum at most `L`. -/
theorem card_upTo (L : ℕ) : (upTo L).card = (L + 1) * (L + 2) * (L + 3) / 6 := by
  have h : 6 * (upTo L).card = (L + 1) * (L + 2) * (L + 3) := by
    induction L with
    | zero => rfl
    | succ L ih =>
      -- the new triples are those of shell L + 1
      have split : upTo (L + 1) = upTo L ∪ shell (L + 1) := by
        ext n
        simp only [upTo, shell, Finset.mem_union, Finset.mem_filter, Finset.mem_product,
          Finset.mem_range]
        omega
      have disj : Disjoint (upTo L) (shell (L + 1)) := by
        rw [Finset.disjoint_left]
        intro n h₁ h₂
        have h₃ := (Finset.mem_filter.1 h₁).2
        have h₄ := (Finset.mem_filter.1 h₂).2
        omega
      have hs : 2 * (shell (L + 1)).card = (L + 2) * (L + 3) := by
        rw [card_shell]
        exact Nat.mul_div_cancel' (Nat.even_mul_succ_self (L + 2)).two_dvd
      rw [split, Finset.card_union_of_disjoint disj]
      linarith [show (L + 1 + 1) * (L + 1 + 2) * (L + 1 + 3) =
        (L + 1) * (L + 2) * (L + 3) + 3 * ((L + 2) * (L + 3)) by ring]
  rw [← h, Nat.mul_div_cancel_left _ (by norm_num)]
```

## (d) Products in separate coordinates

Let the functions \(f_i(x)\) be linearly independent, and likewise the functions \(g_j(y)\). Show that, for coefficients \(c_{ij}\) of which at most finitely many are nonzero,

\[
\sum_{i,j}c_{ij}f_i(x)g_j(y)=0\ \text{ for all }x,y\quad\Longrightarrow\quad c_{ij}=0 .
\]

**Solution.** Fix \(y\) and collect terms:

\[
\sum_i\Big(\sum_j c_{ij}g_j(y)\Big)f_i(x)=0\quad\text{for all }x.
\]

Independence of the \(f_i\) makes each bracket zero. This holds for every \(y\), so independence of the \(g_j\) gives \(c_{ij}=0\).

The collected sum is `key`, and the vanishing brackets are `inner`. The coordinates may range over any sets `U` and `V`, so \(y\) may itself stand for a pair of coordinates.

```lean
/-- Products of two linearly independent families in separate coordinates are independent. -/
theorem independent_product {ι κ U V : Type*} {f : ι → U → ℝ} {g : κ → V → ℝ}
    (hf : LinearIndependent ℝ f) (hg : LinearIndependent ℝ g) :
    LinearIndependent ℝ (fun (n : ι × κ) (r : U × V) => f n.1 r.1 * g n.2 r.2) := by
  classical
  rw [linearIndependent_iff'']
  intro s c hc h
  have hsub : s ⊆ s.image Prod.fst ×ˢ s.image Prod.snd := fun n hn =>
    Finset.mem_product.2 ⟨Finset.mem_image_of_mem _ hn, Finset.mem_image_of_mem _ hn⟩
  have key : ∀ x y, ∑ i ∈ s.image Prod.fst,
      (∑ j ∈ s.image Prod.snd, c (i, j) * g j y) * f i x = 0 := by
    intro x y
    have h₁ := congrFun h (x, y)
    simp only [Finset.sum_apply, Pi.smul_apply, smul_eq_mul, Pi.zero_apply] at h₁
    have h₂ : ∑ n ∈ s.image Prod.fst ×ˢ s.image Prod.snd,
        c n * (f n.1 x * g n.2 y) = 0 :=
      (Finset.sum_subset hsub (fun n _ hn => by rw [hc n hn, zero_mul])).symm.trans h₁
    rw [Finset.sum_product] at h₂
    rw [← h₂]
    refine Finset.sum_congr rfl fun i _ => ?_
    rw [Finset.sum_mul]
    exact Finset.sum_congr rfl fun j _ => by ring
  -- first separate the functions f, then the functions g
  have inner : ∀ i ∈ s.image Prod.fst, ∀ y,
      ∑ j ∈ s.image Prod.snd, c (i, j) * g j y = 0 := fun i hi y =>
    linearIndependent_iff'.1 hf _ (fun i => ∑ j ∈ s.image Prod.snd, c (i, j) * g j y)
      (by
        ext x
        simpa only [Finset.sum_apply, Pi.smul_apply, smul_eq_mul, Pi.zero_apply]
          using key x y) i hi
  rintro ⟨i, j⟩
  by_cases hn : (i, j) ∈ s
  · exact linearIndependent_iff'.1 hg _ (fun j => c (i, j))
      (by
        ext y
        simpa only [Finset.sum_apply, Pi.smul_apply, smul_eq_mul, Pi.zero_apply]
          using inner i (Finset.mem_image_of_mem Prod.fst hn) y)
      j (Finset.mem_image_of_mem Prod.snd hn)
  · exact hc _ hn
```

## (e) Polynomials times one Gaussian

Let \(Q_n\) be a polynomial of degree exactly \(n\) for each \(n=0,1,2,\dots\). Show that, for coefficients \(c_n\) of which at most finitely many are nonzero,

\[
\sum_n c_nQ_n(x-P)\,e^{-a(x-P)^2}=0\ \text{ for all }x\quad\Longrightarrow\quad c_n=0 .
\]

**Solution.** The exponential is never zero, so divide by it and put \(u=x-P\). Then \(\sum_n c_nQ_n(u)\) vanishes for every real \(u\) and is the zero polynomial. If some coefficient were nonzero, the largest such \(n\) would leave a term in \(u^n\) that nothing cancels.

Mathlib's `Polynomial.Sequence` supplies the independence of the \(Q_n\). The linear map `F` multiplies by the Gaussian, and `hF` shows that it sends only the zero polynomial to zero, so independence survives. The exponent \(a\) may be any real number.

```lean
/-- Polynomials of degrees `0, 1, 2, …` times a common Gaussian are linearly independent. -/
theorem independent_poly_gaussian (a P : ℝ) {Q : ℕ → ℝ[X]} (hQ : ∀ n, (Q n).degree = n) :
    LinearIndependent ℝ
      (fun n x => (Q n).eval (x - P) * Real.exp (-a * (x - P) ^ 2)) := by
  let S : Polynomial.Sequence ℝ := ⟨Q, hQ⟩
  let F : ℝ[X] →ₗ[ℝ] (ℝ → ℝ) :=
    { toFun := fun q x => q.eval (x - P) * Real.exp (-a * (x - P) ^ 2)
      map_add' := by intro q q'; ext x; simp [add_mul]
      map_smul' := by intro c q; ext x; simp [mul_assoc] }
  have hF : LinearMap.ker F = ⊥ := by
    refine LinearMap.ker_eq_bot'.2 fun q hq => Polynomial.funext fun x => ?_
    have h : q.eval (x + P - P) * Real.exp (-a * (x + P - P) ^ 2) = 0 := congrFun hq (x + P)
    rw [add_sub_cancel_right] at h
    rw [eval_zero]
    exact (mul_eq_zero.1 h).resolve_right (Real.exp_ne_zero _)
  exact S.linearIndependent.map' F hF
```

## (f) The polynomial in a Hermite factor

Show that

\[
\Lambda_n(x;P)=h_n(x-P)\,e^{-p(x-P)^2}.
\]

**Solution.** For \(n=0\) both sides are the Gaussian. If the formula holds for \(n\), differentiate it in \(P\). The inner derivative of \(x-P\) is \(-1\), so

\[
\Lambda_{n+1}=\big[-h_n'(x-P)+2p(x-P)h_n(x-P)\big]e^{-p(x-P)^2},
\]

and the bracket is \(h_{n+1}(x-P)\). For instance, \(h_1=2pu\) and \(h_2=4p^2u^2-2p\).

The induction keeps the centre general, because the formula must hold at neighbouring centres before it can be differentiated. The derivatives of the two factors are `h₁` and `h₂`.

```lean
/-- The `n`-th centre derivative of a Gaussian is `hermitePoly p n` times the Gaussian. -/
theorem hermiteFactor_eq (p P : ℝ) (n : ℕ) (x : ℝ) :
    hermiteFactor p P n x =
      (hermitePoly p n).eval (x - P) * Real.exp (-p * (x - P) ^ 2) := by
  unfold hermiteFactor
  induction n generalizing P with
  | zero => simp [hermitePoly]
  | succ n ih =>
    rw [iteratedDeriv_succ, funext ih]
    have hu : HasDerivAt (fun A => x - A) (-1) P := (hasDerivAt_id P).const_sub x
    have h₁ : HasDerivAt (fun A => (hermitePoly p n).eval (x - A))
        ((derivative (hermitePoly p n)).eval (x - P) * (-1)) P :=
      ((hermitePoly p n).hasDerivAt (x - P)).comp P hu
    have h₂ : HasDerivAt (fun A => Real.exp (-p * (x - A) ^ 2))
        (Real.exp (-p * (x - P) ^ 2) * (-p * (2 * (x - P) * (-1)))) P :=
      ((hu.fun_pow 2).const_mul (-p)).exp.congr_deriv (by norm_num)
    rw [(h₁.fun_mul h₂).deriv]
    simp only [hermitePoly, eval_sub, eval_mul, eval_C, eval_X]
    ring
```

## (g) The degree of that polynomial

Show that for \(p\neq0\)

\[
\deg h_n=n .
\]

**Solution.** The constant \(h_0=1\) has degree zero. If \(h_n\) has degree \(n\), then \(2p\,u\,h_n\) has degree \(n+1\), which is the step `lead`. The derivative \(h_n'\) has degree at most \(n\), so subtracting it cannot remove the leading term.

```lean
/-- For nonzero exponent, `hermitePoly p n` has degree exactly `n`. -/
theorem degree_hermitePoly {p : ℝ} (hp : p ≠ 0) (n : ℕ) : (hermitePoly p n).degree = n := by
  induction n with
  | zero => simp [hermitePoly]
  | succ n ih =>
    have lead : (C (2 * p) * X * hermitePoly p n).degree = ((n + 1 : ℕ) : WithBot ℕ) := by
      rw [degree_mul, degree_mul, degree_C (mul_ne_zero two_ne_zero hp), degree_X, ih,
        zero_add, add_comm, Nat.cast_add, Nat.cast_one]
    rw [hermitePoly, degree_sub_eq_left_of_degree_lt, lead]
    refine degree_derivative_le.trans_lt ?_
    rw [lead, ih]
    exact_mod_cast Nat.lt_succ_self n
```

## (h) The dimension of a Cartesian shell

Show that the labels of a shell count independent functions:

\[
\dim\operatorname{span}\{\chi_{ijk}: i+j+k=l\}=\frac{(l+1)(l+2)}{2}.
\]

**Solution.** Part (e) with \(Q_n(u)=u^n\) gives an independent family on each axis. Using part (d) twice makes their products independent, and since the exponentials multiply to \(e^{-a|r-P|^2}\), these products are the \(\chi_{ijk}\). Independent functions span a space whose dimension is their number, here \(N_l\).

In the statement, `Submodule.span` is the set of real linear combinations and `Module.finrank` its dimension. The independence of all \(\chi_{ijk}\) is `hv`, which is then restricted to the shell. A positive \(a\) is the physical case of a decaying function, but the proof does not use it.

```lean
/-- The Cartesian Gaussians of shell `l`, with common exponent and centre, span a space of
dimension `(l+1)(l+2)/2`. -/
theorem finrank_cartesian_shell (a : ℝ) (P : ℝ × ℝ × ℝ) (l : ℕ) :
    Module.finrank ℝ (Submodule.span ℝ (cartesianGaussian a P '' (shell l : Set _))) =
      (l + 1) * (l + 2) / 2 := by
  have h (c : ℝ) := independent_poly_gaussian a c (Q := fun n => X ^ n)
    (fun n => degree_X_pow n)
  have hv : LinearIndependent ℝ (cartesianGaussian a P) := by
    convert independent_product (h P.1) (independent_product (h P.2.1) (h P.2.2)) using 1
    funext n r
    simp only [cartesianGaussian, eval_pow, eval_X, mul_add, Real.exp_add]
    ring
  have hd := finrank_span_eq_card
    (hv.comp (Subtype.val : shell l → ℕ × ℕ × ℕ) Subtype.val_injective)
  have hr : Set.range (Subtype.val : shell l → ℕ × ℕ × ℕ) = (shell l : Set (ℕ × ℕ × ℕ)) :=
    Set.ext fun n => ⟨by rintro ⟨m, rfl⟩; exact m.2, fun hn => ⟨⟨n, hn⟩, rfl⟩⟩
  rw [Set.range_comp, hr] at hd
  rw [← card_shell]
  simpa using hd
```

## (i) The dimension of the Hermite space

Show that for \(p\neq0\)

\[
\dim\operatorname{span}\{\Lambda_{ijk}: i+j+k\le L\}=\frac{(L+1)(L+2)(L+3)}{6}.
\]

**Solution.** By parts (f) and (g), each Hermite factor is a polynomial of degree exactly \(n\) times the Gaussian, so part (e) makes the factors on one axis independent. Part (d), used twice, carries this over to three axes, and part (c) counts the functions.

For \(L=0\) the space contains only multiples of the Gaussian itself. For \(L=1\) its three first derivatives join, and the dimension is four. The condition `hp` says that the Gaussian really depends on its centre: at \(p=0\) it is constant, all its derivatives vanish, and the span stays one-dimensional for every \(L\).

```lean
/-- For nonzero exponent, the Hermite Gaussians up to total order `L` on one centre span a
space of dimension `(L+1)(L+2)(L+3)/6`. -/
theorem finrank_hermite_upTo {p : ℝ} (hp : p ≠ 0) (P : ℝ × ℝ × ℝ) (L : ℕ) :
    Module.finrank ℝ (Submodule.span ℝ (hermiteGaussian p P '' (upTo L : Set _))) =
      (L + 1) * (L + 2) * (L + 3) / 6 := by
  have h (c : ℝ) : LinearIndependent ℝ (hermiteFactor p c) := by
    rw [show hermiteFactor p c = _ from funext fun n => funext (hermiteFactor_eq p c n)]
    exact independent_poly_gaussian p c (degree_hermitePoly hp)
  have hv : LinearIndependent ℝ (hermiteGaussian p P) :=
    independent_product (h P.1) (independent_product (h P.2.1) (h P.2.2))
  have hd := finrank_span_eq_card
    (hv.comp (Subtype.val : upTo L → ℕ × ℕ × ℕ) Subtype.val_injective)
  have hr : Set.range (Subtype.val : upTo L → ℕ × ℕ × ℕ) = (upTo L : Set (ℕ × ℕ × ℕ)) :=
    Set.ext fun n => ⟨by rintro ⟨m, rfl⟩; exact m.2, fun hn => ⟨⟨n, hn⟩, rfl⟩⟩
  rw [Set.range_comp, hr] at hd
  rw [← card_upTo]
  simpa using hd

end

end GaussianShellCount
```

```lean
#print axioms GaussianShellCount.finrank_cartesian_shell
#print axioms GaussianShellCount.finrank_hermite_upTo
```

```
'GaussianShellCount.finrank_cartesian_shell' depends on axioms: [propext, Classical.choice, Quot.sound]
'GaussianShellCount.finrank_hermite_upTo' depends on axioms: [propext, Classical.choice, Quot.sound]
```
